# Zone-centre Hessian of diamond with harmonic bond stretching: eigenvalues 0 and 8K/3, each threefold for K > 0

Diamond has two atoms in its primitive cell, one on each of two sublattices, and four nearest-neighbour bonds per cell. At the zone centre, $q=0$, all atoms of a sublattice move together. Let $a\in\mathbb R^3$ be the displacement of the first sublattice and $b\in\mathbb R^3$ that of the second. The pair $x=(a,b)$ is a vector in $\mathbb R^6$, with Cartesian components $a_i,b_i$ for $i=0,1,2$.

The unit bond vectors are

$$
u_0=\tfrac{1}{\sqrt3}(1,1,1),\quad
u_1=\tfrac{1}{\sqrt3}(1,-1,-1),\quad
u_2=\tfrac{1}{\sqrt3}(-1,1,-1),\quad
u_3=\tfrac{1}{\sqrt3}(-1,-1,1).
$$

The energy per primitive cell counts each bond once:

$$
E(a,b)=\frac K2\sum_{j=0}^{3}\langle u_j,a-b\rangle^2 .
$$

The constant $K>0$ is the stiffness of one bond against stretching. To first order in the displacements, $\langle u_j,a-b\rangle$ is the change in length of bond $j$, up to a sign that the square removes. The Hessian $H$ is the $6\times6$ matrix of second derivatives of $E$ with respect to the displacements, without mass weighting.

## Two eigenvalues and their displacement patterns

At every configuration $x$,

$$
H=\frac{4K}{3}\begin{pmatrix} I&-I\\-I&I\end{pmatrix},
$$

where $I$ is the $3\times3$ identity. The eigenvalues of $H$ are exactly $0$ and $8K/3$. The eigenspace of $0$ consists of the in-phase patterns $(w,w)$, and that of $8K/3$ of the antiphase patterns $(w,-w)$, with $w\in\mathbb R^3$. Each has dimension three. For a unit vector $w$, the normalised eigenvectors are $(w,w)/\sqrt2$ and $(w,-w)/\sqrt2$.

## Reference values for a lattice-dynamics code

For a harmonic nearest-neighbour model of diamond with unstressed central springs, the result gives the force-constant matrix that a phonon code should assemble at $q=0$. Three features can be compared separately:

- **The zero modes.** The two blocks in each block row add to zero, because a rigid translation costs no energy. A nonzero value for the pattern $(w,w)$ shows that the self-term of an atom doesn't balance its couplings to the neighbours.
- **The scale.** If every bond is counted twice, the upper eigenvalue becomes $16K/3$.
- **The eigenvectors.** A diagonalisation routine may return any basis of a threefold degenerate space. The comparison should therefore use the subspaces, or their projectors $\tfrac12\begin{pmatrix}I&\pm I\\ \pm I&I\end{pmatrix}$, and not individual vectors.

For two atoms of equal mass $M$, the dynamical matrix is $H/M$, and the optical frequency satisfies $M\omega^2=8K/3$.

## From four bonds to one force constant

**Isotropy of the bond sum.** Write $d=a-b$. In $\sum_j\langle u_j,d\rangle^2$, each $d_i^2$ has the coefficient $4\cdot\tfrac13$. The cross terms carry the sums of sign products

$$
1-1-1+1=0,\qquad 1-1+1-1=0,\qquad 1+1-1-1=0
$$

for the component pairs $(0,1)$, $(0,2)$ and $(1,2)$. Hence

$$
\sum_{j=0}^{3}\langle u_j,d\rangle^2=\frac43|d|^2,
\qquad E(a,b)=\frac{2K}{3}|a-b|^2 .
$$

**Two derivatives.** For a direction $z=(z_a,z_b)$, put $\delta z=z_a-z_b$. Expanding the square gives

$$
E(x+tz)=E(x)+\frac{4K}{3}\langle d,\delta z\rangle\,t+E(z)\,t^2,
$$

so the derivative at $t=0$ is $\tfrac{4K}{3}\langle d,\delta z\rangle$. Replacing $x$ by $x+sy$ changes $d$ to $d+s\,\delta y$, and the derivative with respect to $s$ is $\tfrac{4K}{3}\langle\delta y,\delta z\rangle$. For coordinate directions $y$ and $z$, this is zero when the Cartesian components differ. For equal components it is $4K/3$ on the same sublattice and $-4K/3$ on different ones, which is the block matrix above.

**The eigenvalue equation.** For $v=(a,b)$, the equation $Hv=\mu v$ reads, for each $i$,

$$
\frac{4K}{3}(a_i-b_i)=\mu a_i,\qquad
-\frac{4K}{3}(a_i-b_i)=\mu b_i .
$$

If $\mu=0$, then $K>0$ forces $a_i=b_i$, and every such pattern is a solution. If $\mu\neq0$, adding the equations gives $\mu(a_i+b_i)=0$, so $b_i=-a_i$. The first equation then becomes $(\mu-8K/3)a_i=0$. A nonzero solution needs $\mu=8K/3$, and for that value every antiphase pattern solves both equations. In both cases $w=a$ can be chosen freely in $\mathbb R^3$, so each eigenspace has dimension three.

**The optical motion.** Along $x(t)=\cos(\omega t)(w,-w)$ the relative displacement is $2\cos(\omega t)w$. The force on the first sublattice is $-\tfrac{8K}{3}\cos(\omega t)w$, and that on the second is its opposite. Mass times acceleration is $-M\omega^2x(t)$, which equals the force when $M\omega^2=8K/3$.

## Lean source for the Hessian, its spectrum and the optical motion

```lean
import Mathlib

open Matrix

namespace DiamondZoneCentrePhonons

noncomputable section

/-- Labels of the six displacement coordinates: three for each of the two sublattices. -/
abbrev Coord := Fin 3 ⊕ Fin 3

/-- The sign patterns of the four tetrahedral bond directions. -/
def signs : Matrix (Fin 4) (Fin 3) ℝ :=
  !![1, 1, 1; 1, -1, -1; -1, 1, -1; -1, -1, 1]

/-- The four tetrahedral bond vectors, each a sign pattern divided by `√3`. -/
def bond (j : Fin 4) (i : Fin 3) : ℝ := signs j i / √3

/-- The bond-stretching energy for uniform displacements of the two sublattices. -/
def bondEnergy (K : ℝ) (x : Coord → ℝ) : ℝ :=
  K / 2 * ∑ j, (bond j ⬝ᵥ fun i => x (Sum.inl i) - x (Sum.inr i)) ^ 2

/-- The matrix of second partial derivatives of `f` at the configuration `x`. -/
def hessian (f : (Coord → ℝ) → ℝ) (x : Coord → ℝ) : Matrix Coord Coord ℝ :=
  Matrix.of fun p q => deriv (fun s : ℝ => deriv (fun t : ℝ =>
    f (x + s • (Pi.single p 1 : Coord → ℝ) + t • (Pi.single q 1 : Coord → ℝ))) 0) 0

/-- The displacement pattern in which the first sublattice moves by `w` and the second
by `c` times `w`. -/
def mode (c : ℝ) : (Fin 3 → ℝ) →ₗ[ℝ] (Coord → ℝ) where
  toFun w := Sum.elim w (c • w)
  map_add' v w := by
    funext p
    rcases p with i | i <;> simp
  map_smul' r w := by
    funext p
    rcases p with i | i
    · simp
    · simp only [Sum.elim_inr, Pi.smul_apply, smul_eq_mul, RingHom.id_apply]
      ring

/-- The derivative at zero of a quadratic polynomial is its linear coefficient. -/
theorem deriv_quadratic (A B C : ℝ) :
    deriv (fun t : ℝ => A + B * t + C * t ^ 2) 0 = B := by
  have h : HasDerivAt (fun t : ℝ => A + B * t + C * t ^ 2) B 0 :=
    ((((hasDerivAt_id' (0 : ℝ)).const_mul B).const_add A).fun_add
      (((hasDerivAt_id' (0 : ℝ)).fun_pow 2).const_mul C)).congr_deriv (by simp)
  exact h.deriv

/-- The energy of the four bonds is isotropic in the relative displacement of the
sublattices. -/
theorem bondEnergy_eq (K : ℝ) (x : Coord → ℝ) :
    bondEnergy K x = 2 * K / 3 * ∑ i, (x (Sum.inl i) - x (Sum.inr i)) ^ 2 := by
  have h : ∀ (d : Fin 3 → ℝ) (j : Fin 4),
      (bond j ⬝ᵥ d) ^ 2 = (∑ i, signs j i * d i) ^ 2 / 3 := by
    intro d j
    have h1 : bond j ⬝ᵥ d = (∑ i, signs j i * d i) / √3 := by
      simp only [dotProduct, bond, Finset.sum_div]
      exact Finset.sum_congr rfl fun i _ => by ring
    rw [h1, div_pow, Real.sq_sqrt (by norm_num)]
  -- the cross terms cancel when the four bonds are added
  simp only [bondEnergy, h]
  simp [signs, Fin.sum_univ_four, Fin.sum_univ_three]
  ring

/-- The derivative of the bond energy at `x` along the displacement `z`. -/
theorem first_variation (K : ℝ) (x z : Coord → ℝ) :
    deriv (fun t : ℝ => bondEnergy K (x + t • z)) 0 =
      4 * K / 3 * ∑ i, (x (Sum.inl i) - x (Sum.inr i)) * (z (Sum.inl i) - z (Sum.inr i)) := by
  refine Eq.trans ?_ (deriv_quadratic (bondEnergy K x) _ (bondEnergy K z))
  congr 1
  funext t
  simp only [bondEnergy_eq, Pi.add_apply, Pi.smul_apply, smul_eq_mul, Fin.sum_univ_three]
  ring

/-- The Hessian of the bond energy couples equal Cartesian components only, with the entry `4K/3` on
the same sublattice and `-4K/3` between the two sublattices. -/
theorem hessian_eq (K : ℝ) (x : Coord → ℝ) :
    hessian (bondEnergy K) x =
      Matrix.fromBlocks ((4 * K / 3) • 1) (-((4 * K / 3) • 1))
        (-((4 * K / 3) • 1)) ((4 * K / 3) • 1) := by
  have h : ∀ y z : Coord → ℝ,
      deriv (fun s : ℝ => deriv (fun t : ℝ => bondEnergy K (x + s • y + t • z)) 0) 0 =
      4 * K / 3 * ∑ i, (y (Sum.inl i) - y (Sum.inr i)) * (z (Sum.inl i) - z (Sum.inr i)) := by
    intro y z
    simp only [first_variation]
    refine Eq.trans ?_ (deriv_quadratic (4 * K / 3 *
      ∑ i, (x (Sum.inl i) - x (Sum.inr i)) * (z (Sum.inl i) - z (Sum.inr i))) _ 0)
    congr 1
    funext s
    simp only [Pi.add_apply, Pi.smul_apply, smul_eq_mul, Fin.sum_univ_three]
    ring
  ext p q
  refine (h (Pi.single p 1) (Pi.single q 1)).trans ?_
  rcases p with i | i <;> rcases q with k | k <;> fin_cases i <;> fin_cases k <;>
    simp [Pi.single_apply]

/-- The eigenvalue equation of the Hessian, written out for each Cartesian component of
the two sublattice displacements. -/
theorem mem_eigenspace (K μ : ℝ) (x v : Coord → ℝ) :
    v ∈ Module.End.eigenspace (Matrix.toLin' (hessian (bondEnergy K) x)) μ ↔
      ∀ i, 4 * K / 3 * (v (Sum.inl i) - v (Sum.inr i)) = μ * v (Sum.inl i) ∧
        -(4 * K / 3 * (v (Sum.inl i) - v (Sum.inr i))) = μ * v (Sum.inr i) := by
  have hv : hessian (bondEnergy K) x *ᵥ v =
      Sum.elim (fun i => 4 * K / 3 * (v (Sum.inl i) - v (Sum.inr i)))
        (fun i => -(4 * K / 3 * (v (Sum.inl i) - v (Sum.inr i)))) := by
    rw [hessian_eq]
    funext p
    rcases p with i | i <;> fin_cases i <;>
      simp [Matrix.mulVec, dotProduct, Fintype.sum_sum_type, Matrix.one_apply] <;> ring
  rw [Module.End.mem_eigenspace_iff, Matrix.toLin'_apply, hv]
  constructor
  · intro h i
    exact ⟨congrFun h (Sum.inl i), congrFun h (Sum.inr i)⟩
  · intro h
    funext p
    rcases p with i | i
    · exact (h i).1
    · exact (h i).2

/-- The patterns with a fixed ratio `c` between the sublattice displacements form a
three-dimensional space. -/
theorem finrank_mode (c : ℝ) : Module.finrank ℝ (LinearMap.range (mode c)) = 3 := by
  have hinj : Function.Injective (mode c) := fun v w h =>
    funext fun i => congrFun h (Sum.inl i)
  rw [LinearMap.finrank_range_of_inj hinj]
  simp

/-- The eigenspace of `0` consists of the in-phase displacements of the two sublattices,
and that of `8K/3` of the antiphase displacements. -/
theorem eigenspaces_eq {K : ℝ} (hK : 0 < K) (x : Coord → ℝ) :
    Module.End.eigenspace (Matrix.toLin' (hessian (bondEnergy K) x)) 0 =
        LinearMap.range (mode 1) ∧
      Module.End.eigenspace (Matrix.toLin' (hessian (bondEnergy K) x)) (8 * K / 3) =
        LinearMap.range (mode (-1)) := by
  have hm : ∀ (c : ℝ) (v : Coord → ℝ),
      v ∈ LinearMap.range (mode c) ↔ ∀ i, v (Sum.inr i) = c * v (Sum.inl i) := by
    intro c v
    constructor
    · rintro ⟨w, rfl⟩ i
      rfl
    · intro h
      refine ⟨fun i => v (Sum.inl i), ?_⟩
      funext p
      rcases p with i | i
      · rfl
      · exact (h i).symm
  constructor
  · ext v
    rw [mem_eigenspace, hm]
    refine forall_congr' fun i => ⟨fun h => ?_, fun h => ?_⟩
    · have h0 : K * (v (Sum.inl i) - v (Sum.inr i)) = 0 := by
        linear_combination (3 / 4) * h.1
      have h1 := (mul_eq_zero.1 h0).resolve_left hK.ne'
      linarith
    · rw [h]
      constructor <;> ring
  · ext v
    rw [mem_eigenspace, hm]
    refine forall_congr' fun i => ⟨fun h => ?_, fun h => ?_⟩
    · have h0 : K * (v (Sum.inl i) + v (Sum.inr i)) = 0 := by
        linear_combination (-3 / 4) * h.1
      have h1 := (mul_eq_zero.1 h0).resolve_left hK.ne'
      linarith
    · rw [h]
      constructor <;> ring

/-- The Hessian of the bond energy has exactly the eigenvalues `0` and `8K/3`, each with
a three-dimensional eigenspace. -/
theorem zone_centre_spectrum {K : ℝ} (hK : 0 < K) (x : Coord → ℝ) :
    (∀ μ : ℝ, Module.End.HasEigenvalue (Matrix.toLin' (hessian (bondEnergy K) x)) μ ↔
        μ = 0 ∨ μ = 8 * K / 3) ∧
      Module.finrank ℝ
        (Module.End.eigenspace (Matrix.toLin' (hessian (bondEnergy K) x)) 0) = 3 ∧
      Module.finrank ℝ
        (Module.End.eigenspace (Matrix.toLin' (hessian (bondEnergy K) x)) (8 * K / 3)) = 3 := by
  obtain ⟨hA, hO⟩ := eigenspaces_eq hK x
  have dA := finrank_mode 1
  have dO := finrank_mode (-1)
  rw [← hA] at dA
  rw [← hO] at dO
  refine ⟨fun μ => ⟨fun h => ?_, fun h => ?_⟩, dA, dO⟩
  · obtain ⟨v, hv⟩ := h.exists_hasEigenvector
    have he := (mem_eigenspace K μ x v).1 hv.1
    by_contra hne
    obtain ⟨h0, h8⟩ := not_or.1 hne
    apply hv.2
    -- away from the two eigenvalues every component vanishes
    have hz : ∀ i, v (Sum.inl i) = 0 ∧ v (Sum.inr i) = 0 := by
      intro i
      obtain ⟨h1, h2⟩ := he i
      have hs : μ * (v (Sum.inl i) + v (Sum.inr i)) = 0 := by
        linear_combination -h1 - h2
      have hs' := (mul_eq_zero.1 hs).resolve_left h0
      have hd : (μ - 8 * K / 3) * v (Sum.inl i) = 0 := by
        linear_combination -h1 - (4 * K / 3) * hs'
      have hd' := (mul_eq_zero.1 hd).resolve_left (sub_ne_zero.2 h8)
      exact ⟨hd', by linarith⟩
    funext p
    rcases p with i | i
    · exact (hz i).1
    · exact (hz i).2
  · rcases h with rfl | rfl
    · intro hb
      have hb' : Module.End.eigenspace
        (Matrix.toLin' (hessian (bondEnergy K) x)) 0 = ⊥ := hb
      rw [hb', finrank_bot] at dA
      omega
    · intro hb
      have hb' : Module.End.eigenspace
        (Matrix.toLin' (hessian (bondEnergy K) x)) (8 * K / 3) = ⊥ := hb
      rw [hb', finrank_bot] at dO
      omega

/-- For atoms of equal mass `M`, antiphase motion at a frequency with `M ω² = 8K/3`
satisfies Newton's equation for every displacement coordinate. -/
theorem optical_motion {K M ω : ℝ} (hω : M * ω ^ 2 = 8 * K / 3)
    (w : Fin 3 → ℝ) (p : Coord) (t : ℝ) :
    M * deriv (deriv fun τ : ℝ => Real.cos (ω * τ) * mode (-1) w p) t =
      -deriv (fun s : ℝ => bondEnergy K
        (Real.cos (ω * t) • mode (-1) w + s • (Pi.single p 1 : Coord → ℝ))) 0 := by
  have d1 : (deriv fun τ : ℝ => Real.cos (ω * τ) * mode (-1) w p) =
      fun τ : ℝ => Real.sin (ω * τ) * (-ω * mode (-1) w p) := by
    funext τ
    exact ((((hasDerivAt_id' τ).const_mul ω).cos.mul_const (mode (-1) w p)).congr_deriv
      (by ring)).deriv
  have d2 : deriv (fun τ : ℝ => Real.sin (ω * τ) * (-ω * mode (-1) w p)) t =
      -(ω ^ 2 * Real.cos (ω * t) * mode (-1) w p) :=
    ((((hasDerivAt_id' t).const_mul ω).sin.mul_const (-ω * mode (-1) w p)).congr_deriv
      (by ring)).deriv
  have hl : ∀ i, mode (-1) w (Sum.inl i) = w i := fun _ => rfl
  have hr : ∀ i, mode (-1) w (Sum.inr i) = -1 * w i := fun _ => rfl
  -- the restoring force is proportional to the displacement
  have hF : ∑ i, ((Real.cos (ω * t) • mode (-1) w) (Sum.inl i) -
        (Real.cos (ω * t) • mode (-1) w) (Sum.inr i)) *
        ((Pi.single p 1 : Coord → ℝ) (Sum.inl i) - (Pi.single p 1 : Coord → ℝ) (Sum.inr i)) =
      2 * Real.cos (ω * t) * mode (-1) w p := by
    simp only [Pi.smul_apply, smul_eq_mul, hl, hr]
    rcases p with i | i <;> fin_cases i <;>
      simp [hl, hr, Pi.single_apply] <;> ring
  rw [d1, d2, first_variation, hF]
  linear_combination (-(Real.cos (ω * t) * mode (-1) w p)) * hω

end

end DiamondZoneCentrePhonons
```

```lean
#print axioms DiamondZoneCentrePhonons.zone_centre_spectrum
#print axioms DiamondZoneCentrePhonons.optical_motion
```

```
'DiamondZoneCentrePhonons.zone_centre_spectrum' depends on axioms: [propext, Classical.choice, Quot.sound]
'DiamondZoneCentrePhonons.optical_motion' depends on axioms: [propext, Classical.choice, Quot.sound]
```

## The theorems in words

The type `Coord` labels the six displacement coordinates: `Sum.inl i` stands for $a_i$ and `Sum.inr i` for $b_i$. The functions `bond` and `bondEnergy` are $u_j$ and $E$. The definition `hessian` applies to any real function on this space and takes iterated partial derivatives, so the block matrix is derived from the energy. Lean's `deriv` returns zero where a function is not differentiable, but $E$ is a polynomial, so the derivatives here are genuine.

The theorem `zone_centre_spectrum` assumes $K>0$ and takes an arbitrary configuration $x$. Its first part says that a real number $\mu$ is an eigenvalue of the linear map given by the Hessian if and only if $\mu=0$ or $\mu=8K/3$. The other two parts say that the eigenspaces have dimension three. These are geometric multiplicities; since they add up to six, they are also the algebraic ones. At $K=0$ the two eigenvalues would merge.

The linear map `mode c` sends $w$ to $(w,cw)$. In `eigenspaces_eq` the two eigenspaces are identified with the ranges of `mode 1` and `mode (-1)`.

The theorem `optical_motion` states Newton's equation for each of the six coordinates at every time, with the force written as minus the partial derivative of `bondEnergy`. It assumes equal masses and the relation $M\omega^2=8K/3$. It verifies this family of motions and does not classify all solutions.

## How the proof follows the algebra

`deriv_quadratic` reads off the linear coefficient of a quadratic polynomial at zero. `bondEnergy_eq` proves the isotropy: it takes the factor $1/\sqrt3$ out of each projection, expands the sums over four bonds and three components, and lets `ring` cancel the cross terms.

`first_variation` writes the energy along a line as the quadratic polynomial in $t$ shown above and applies `deriv_quadratic`. `hessian_eq` does the same for the second derivative, where the quadratic coefficient is zero, and then checks the matrix entries case by case with `fin_cases`.

`mem_eigenspace` turns membership of an eigenspace into the two scalar equations for each component. `finrank_mode` obtains dimension three from the injectivity of `mode c`, since $w$ can be read from the first sublattice. In `eigenspaces_eq`, `linear_combination` produces $K(a_i-b_i)=0$ for the lower eigenvalue and $K(a_i+b_i)=0$ for the upper one, and $K>0$ allows the division.

In `zone_centre_spectrum`, an eigenvector for any other $\mu$ is shown to vanish: adding the scalar equations gives $b_i=-a_i$, and the first equation with $\mu\neq 8K/3$ then gives $a_i=0$. Conversely, both listed values are eigenvalues because a three-dimensional eigenspace is not zero. `optical_motion` differentiates the cosine twice, evaluates the force with `first_variation`, and closes with the frequency relation.

## Central springs at the zone centre only

The energy $E$ is the starting point of the theorems. Its reduction from a periodic crystal to two sublattice displacements is physical modelling done beforehand, and $K$ is a parameter that no electronic-structure calculation in the file supplies. The model has no bond-bending terms, no forces beyond nearest neighbours and no anharmonicity. The Hessian is the same at every $x$ because $E$ is exactly quadratic; a spring energy written in the true bond length would have this Hessian at its unstressed equilibrium, but not in general elsewhere.

Wavevectors away from $q=0$ do not enter, so nothing follows about dispersion or sound velocities. The theorems concern exact real numbers, and a comparison with floating-point output needs its own tolerance.
